# Spin correlations between orbitals are isotropic in a state of zero total spin

Let $S_p^i$ be the component $i\in\{x,y,z\}$ of the electron spin in orbital $p$, and $S^2$ the square of the total spin over finitely many orthonormal orbitals. If a state $w$ satisfies $S^2w=0$, then for all orbitals $p,q$ and all axes $i,j$

$$\langle w,S_p^iS_q^jw\rangle=\frac{\delta_{ij}}{3}\,\langle w,\mathbf S_p\cdot\mathbf S_q\,w\rangle .$$

```lean
import Mathlib

open scoped InnerProductSpace
open Complex (I)

namespace IsotropicSpinCorrelations

noncomputable section

variable {ι H : Type*} [DecidableEq ι] [NormedAddCommGroup H] [InnerProductSpace ℂ H]

/-- Canonical anticommutation relations for spin orbitals (orbital, spin), with each creation
operator `c` adjoint to the annihilation operator `a`. -/
structure IsCAR (c a : ι × Fin 2 → Module.End ℂ H) : Prop where
  cc : ∀ x y, c x * c y + c y * c x = 0
  aa : ∀ x y, a x * a y + a y * a x = 0
  ac : ∀ x y, a x * c y + c y * a x = if x = y then 1 else 0
  adj : ∀ x f g, ⟪c x f, g⟫_ℂ = ⟪f, a x g⟫_ℂ

/-- The three Pauli matrices, for the axes x, y, z. -/
def pauli (i : Fin 3) : Matrix (Fin 2) (Fin 2) ℂ :=
  ![!![0, 1; 1, 0], !![0, -I; I, 0], !![1, 0; 0, -1]] i

/-- The one-body operator on orbital `p` with spin matrix `A`. -/
def oneBody (c a : ι × Fin 2 → Module.End ℂ H) (p : ι) (A : Matrix (Fin 2) (Fin 2) ℂ) :
    Module.End ℂ H := ∑ s, ∑ t, A s t • (c (p, s) * a (p, t))

/-- The spin component `i` of orbital `p`, in units of ħ. -/
def localSpin (c a : ι × Fin 2 → Module.End ℂ H) (p : ι) (i : Fin 3) : Module.End ℂ H :=
  (1 / 2 : ℂ) • oneBody c a p (pauli i)

/-- The scalar product of the spins of orbitals `p` and `q`. -/
def spinDot (c a : ι × Fin 2 → Module.End ℂ H) (p q : ι) : Module.End ℂ H :=
  ∑ k, localSpin c a p k * localSpin c a q k

/-- The component `i` of the total spin. -/
def totalSpin [Fintype ι] (c a : ι × Fin 2 → Module.End ℂ H) (i : Fin 3) : Module.End ℂ H :=
  ∑ p, localSpin c a p i

/-- The square of the total spin. -/
def spinSquared [Fintype ι] (c a : ι × Fin 2 → Module.End ℂ H) : Module.End ℂ H :=
  ∑ i, totalSpin c a i * totalSpin c a i

variable {c a : ι × Fin 2 → Module.End ℂ H} {w : H}

/-- The commutator of two hopping operators is again a combination of hopping operators. -/
theorem hopping_commutator (h : IsCAR c a) (x y z u : ι × Fin 2) :
    c x * a y * (c z * a u) - c z * a u * (c x * a y) =
      (if y = z then c x * a u else 0) - (if u = x then c z * a y else 0) := by
  have e1 : c x * (if y = z then 1 else 0) * a u = if y = z then c x * a u else 0 := by
    split_ifs <;> simp
  have e2 : c z * (if u = x then 1 else 0) * a y = if u = x then c z * a y else 0 := by
    split_ifs <;> simp
  -- exchanging both pairs costs two signs
  have e3 : c x * c z * (a y * a u) = c z * c x * (a u * a y) := by
    rw [eq_neg_of_add_eq_zero_left (h.cc x z), eq_neg_of_add_eq_zero_left (h.aa y u),
      neg_mul_neg]
  rw [← e1, ← e2, ← h.ac y z, ← h.ac u x]
  linear_combination (norm := noncomm_ring) -e3

/-- One-body spin operators on different orbitals commute; on the same orbital their commutator
is the one-body operator of the matrix commutator. -/
theorem oneBody_commutator (h : IsCAR c a) (p q : ι) (A B : Matrix (Fin 2) (Fin 2) ℂ) :
    oneBody c a p A * oneBody c a q B - oneBody c a q B * oneBody c a p A =
      if p = q then oneBody c a q (A * B - B * A) else 0 := by
  have e : oneBody c a p A * oneBody c a q B - oneBody c a q B * oneBody c a p A =
      ∑ s, ∑ t, ∑ u, ∑ v, (A s t * B u v) • (c (p, s) * a (p, t) * (c (q, u) * a (q, v)) -
        c (q, u) * a (q, v) * (c (p, s) * a (p, t))) := by
    simp only [oneBody, Fin.sum_univ_two, add_mul, mul_add, smul_mul_assoc, mul_smul_comm]
    module
  rw [e]
  simp only [hopping_commutator h]
  by_cases hpq : p = q
  · subst hpq
    simp [oneBody, Fin.sum_univ_two, Matrix.mul_apply]
    module
  · simp [hpq, Ne.symm hpq]

/-- Each local spin is a vector under total spin: the commutators of a total component with the
local components follow the cyclic order of the axes. -/
theorem totalSpin_commutator [Fintype ι] (h : IsCAR c a) (q : ι) (i : Fin 3) :
    totalSpin c a i * localSpin c a q i - localSpin c a q i * totalSpin c a i = 0 ∧
    totalSpin c a i * localSpin c a q (i + 1) - localSpin c a q (i + 1) * totalSpin c a i =
      I • localSpin c a q (i + 2) ∧
    totalSpin c a i * localSpin c a q (i + 2) - localSpin c a q (i + 2) * totalSpin c a i =
      (-I) • localSpin c a q (i + 1) := by
  have key : ∀ j, totalSpin c a i * localSpin c a q j - localSpin c a q j * totalSpin c a i =
      (1 / 4 : ℂ) • oneBody c a q (pauli i * pauli j - pauli j * pauli i) := by
    intro j
    have e : ∀ p, localSpin c a p i * localSpin c a q j - localSpin c a q j * localSpin c a p i =
        (1 / 4 : ℂ) • (if p = q then
          oneBody c a q (pauli i * pauli j - pauli j * pauli i) else 0) := by
      intro p
      rw [← oneBody_commutator h]
      simp only [localSpin, smul_mul_assoc, mul_smul_comm]
      module
    simp only [totalSpin, Finset.sum_mul, Finset.mul_sum, ← Finset.sum_sub_distrib, e,
      ← Finset.smul_sum]
    simp
  have sm : ∀ (r : ℂ) M, oneBody c a q (r • M) = r • oneBody c a q M := by
    intro r M
    simp [oneBody, smul_smul]
  -- the Pauli algebra
  have m1 : pauli i * pauli (i + 1) - pauli (i + 1) * pauli i = (2 * I) • pauli (i + 2) := by
    fin_cases i <;> ext s t <;> fin_cases s <;> fin_cases t <;>
      simp [pauli, Complex.ext_iff] <;> norm_num
  have m2 : pauli i * pauli (i + 2) - pauli (i + 2) * pauli i = (-(2 * I)) • pauli (i + 1) := by
    fin_cases i <;> ext s t <;> fin_cases s <;> fin_cases t <;>
      simp [pauli, Complex.ext_iff] <;> norm_num
  refine ⟨?_, ?_, ?_⟩
  · rw [key, sub_self]
    simp [oneBody]
  · rw [key, m1, sm]
    simp only [localSpin]
    module
  · rw [key, m2, sm]
    simp only [localSpin]
    module

/-- Every component of the total spin is a symmetric operator. -/
theorem totalSpin_symmetric [Fintype ι] (h : IsCAR c a) (i : Fin 3) (f g : H) :
    ⟪totalSpin c a i f, g⟫_ℂ = ⟪f, totalSpin c a i g⟫_ℂ := by
  have adj' : ∀ x f g, ⟪a x f, g⟫_ℂ = ⟪f, c x g⟫_ℂ := by
    intro x f g
    rw [← inner_conj_symm, ← h.adj, inner_conj_symm]
  simp only [totalSpin, LinearMap.sum_apply, sum_inner, inner_sum]
  refine Finset.sum_congr rfl fun p _ => ?_
  -- the prefactor 1/2 is real
  have half : (starRingEnd ℂ) (1 / 2 : ℂ) = 1 / 2 := Complex.conj_eq_iff_im.2 (by norm_num)
  simp only [localSpin, LinearMap.smul_apply, inner_smul_left, inner_smul_right, half]
  congr 1
  fin_cases i <;> simp [oneBody, pauli, Fin.sum_univ_two, inner_add_left,
    inner_add_right, inner_smul_left, inner_smul_right, h.adj, adj'] <;> ring

/-- A state with `S² w = 0` is annihilated by every component of the total spin. -/
theorem totalSpin_eq_zero [Fintype ι] (h : IsCAR c a) (hw : spinSquared c a w = 0) (i : Fin 3) :
    totalSpin c a i w = 0 := by
  have e : ⟪w, spinSquared c a w⟫_ℂ = ∑ j, ((‖totalSpin c a j w‖ ^ 2 : ℝ) : ℂ) := by
    simp only [spinSquared, LinearMap.sum_apply, Module.End.mul_apply, inner_sum]
    refine Finset.sum_congr rfl fun j _ => ?_
    rw [← totalSpin_symmetric h, inner_self_eq_norm_sq_to_K]
    exact (Complex.ofReal_pow _ _).symm
  rw [hw, inner_zero_right] at e
  have hs : ∑ j, ‖totalSpin c a j w‖ ^ 2 = 0 := by exact_mod_cast e.symm
  simpa using (Finset.sum_eq_zero_iff_of_nonneg (fun j _ => sq_nonneg _)).1 hs i
    (Finset.mem_univ i)

/-- **Isotropic correlations.** If `S² w = 0`, the correlation of spin component `i` of orbital
`p` with component `j` of orbital `q` is `δ_ij / 3` times the expectation of `S_p · S_q`. -/
theorem isotropic_correlations [Fintype ι] (h : IsCAR c a) (hw : spinSquared c a w = 0)
    (p q : ι) (i j : Fin 3) :
    ⟪w, (localSpin c a p i * localSpin c a q j) w⟫_ℂ =
      (if i = j then 1 / 3 else 0) * ⟪w, spinDot c a p q w⟫_ℂ := by
  -- a commutator with total spin has zero expectation; expand it by the product rule
  have ward : ∀ k X Y, ⟪w, ((totalSpin c a k * X - X * totalSpin c a k) * Y +
      X * (totalSpin c a k * Y - Y * totalSpin c a k)) w⟫_ℂ = 0 := by
    intro k X Y
    have e : (totalSpin c a k * X - X * totalSpin c a k) * Y +
        X * (totalSpin c a k * Y - Y * totalSpin c a k) =
        totalSpin c a k * (X * Y) - X * Y * totalSpin c a k := by noncomm_ring
    have h0 := totalSpin_eq_zero h hw k
    rw [e, LinearMap.sub_apply, Module.End.mul_apply, Module.End.mul_apply (X * Y), h0,
      map_zero, sub_zero, ← totalSpin_symmetric h, h0, inner_zero_left]
  obtain ⟨T, hT⟩ : ∃ T : Fin 3 → Fin 3 → ℂ, ∀ k l,
      ⟪w, (localSpin c a p k * localSpin c a q l) w⟫_ℂ = T k l := ⟨_, fun _ _ => rfl⟩
  have diag : ∀ k, T (k + 1) (k + 1) = T (k + 2) (k + 2) := by
    intro k
    have e := ward k (localSpin c a p (k + 1)) (localSpin c a q (k + 2))
    rw [(totalSpin_commutator h p k).2.1, (totalSpin_commutator h q k).2.2] at e
    simp only [smul_mul_assoc, mul_smul_comm, LinearMap.add_apply, LinearMap.smul_apply,
      inner_add_right, inner_smul_right, hT] at e
    exact mul_left_cancel₀ Complex.I_ne_zero (by linear_combination -e)
  have off1 : ∀ k, T k (k + 1) = 0 := by
    intro k
    have e := ward k (localSpin c a p k) (localSpin c a q (k + 2))
    rw [(totalSpin_commutator h p k).1, (totalSpin_commutator h q k).2.2] at e
    simp only [zero_mul, zero_add, mul_smul_comm, LinearMap.smul_apply, inner_smul_right, hT] at e
    simpa using e
  have off2 : ∀ k, T k (k + 2) = 0 := by
    intro k
    have e := ward k (localSpin c a p k) (localSpin c a q (k + 1))
    rw [(totalSpin_commutator h p k).1, (totalSpin_commutator h q k).2.1] at e
    simp only [zero_mul, zero_add, mul_smul_comm, LinearMap.smul_apply, inner_smul_right, hT] at e
    simpa using e
  simp only [spinDot, LinearMap.sum_apply, inner_sum, hT]
  have d1 : T 1 1 = T 2 2 := diag 0
  have d2 : T 2 2 = T 0 0 := diag 1
  have o1 : T 0 1 = 0 := off1 0
  have o2 : T 1 2 = 0 := off1 1
  have o3 : T 2 0 = 0 := off1 2
  have o4 : T 0 2 = 0 := off2 0
  have o5 : T 1 0 = 0 := off2 1
  have o6 : T 2 1 = 0 := off2 2
  fin_cases i <;> fin_cases j <;>
    simp [Fin.sum_univ_three, d1, d2, o1, o2, o3, o4, o5, o6] <;> ring

/-- If `S² w = 0`, the expectation of `S_p · S_q` is three times the z-z correlation. -/
theorem spinDot_eq_three_zz [Fintype ι] (h : IsCAR c a) (hw : spinSquared c a w = 0) (p q : ι) :
    ⟪w, spinDot c a p q w⟫_ℂ = 3 * ⟪w, (localSpin c a p 2 * localSpin c a q 2) w⟫_ℂ := by
  rw [isotropic_correlations h hw, if_pos rfl]
  ring

/-- Position of a spin orbital in the occupation bit string of two orbitals. -/
def pos (k : Fin 2 × Fin 2) : ℕ := 2 * k.1.val + k.2.val

/-- Change the occupation of one spin orbital. -/
def toggle (k : Fin 2 × Fin 2) (n : Fin 16) : Fin 16 := Fin.ofNat 16 (n.val ^^^ 2 ^ pos k)

/-- The Jordan–Wigner sign if spin orbital `k` has occupation `b` in `n`, and zero otherwise. -/
def weight (b : Bool) (k : Fin 2 × Fin 2) (n : Fin 16) : ℤ :=
  if n.val.testBit (pos k) = b then
    ∏ j ∈ Finset.range (pos k), (if n.val.testBit j then -1 else 1) else 0

/-- Jordan–Wigner creation (`true`) and annihilation (`false`) operators of two orbitals. -/
def jordanWigner (b : Bool) (k : Fin 2 × Fin 2) : Module.End ℂ (EuclideanSpace ℂ (Fin 16)) where
  toFun f := WithLp.toLp 2 fun n => (weight b k n : ℂ) * f (toggle k n)
  map_add' f g := by ext n; simp [mul_add]
  map_smul' r f := by ext n; simp [mul_left_comm]

/-- Integer amplitudes of the two-electron singlet with one electron in each orbital. -/
def amplitude (n : Fin 16) : ℤ := if n = 9 then 1 else if n = 6 then -1 else 0

/-- The unnormalised two-electron singlet with one electron in each orbital. -/
def pairSinglet : EuclideanSpace ℂ (Fin 16) := WithLp.toLp 2 fun n => (amplitude n : ℂ)

/-- The Jordan–Wigner operators of two orbitals satisfy the anticommutation relations and the
adjointness, and the two-electron singlet is a nonzero state with `S² w = 0`. -/
theorem isotropic_correlations_witness :
    IsCAR (jordanWigner true) (jordanWigner false) ∧ pairSinglet ≠ 0 ∧
      spinSquared (jordanWigner true) (jordanWigner false) pairSinglet = 0 := by
  have hi : ∀ k n, toggle k (toggle k n) = n := by decide +kernel
  have ht : ∀ k l n, toggle k (toggle l n) = toggle l (toggle k n) := by decide +kernel
  have hs : ∀ k n, weight false k (toggle k n) = weight true k n := by decide +kernel
  have hc : ∀ b b' k l n, weight b k n * weight b' l (toggle k n) +
      weight b' l n * weight b k (toggle l n) = if b ≠ b' ∧ k = l then 1 else 0 := by
    decide +kernel
  have anti : ∀ b b' k l, jordanWigner b k * jordanWigner b' l +
      jordanWigner b' l * jordanWigner b k = if b ≠ b' ∧ k = l then 1 else 0 := by
    intro b b' k l
    refine LinearMap.ext fun f => ?_
    ext n
    have e : ((jordanWigner b k * jordanWigner b' l + jordanWigner b' l * jordanWigner b k) f) n =
        ((weight b k n * weight b' l (toggle k n) +
          weight b' l n * weight b k (toggle l n) : ℤ) : ℂ) * f (toggle l (toggle k n)) := by
      change (weight b k n : ℂ) * ((weight b' l (toggle k n) : ℂ) * f (toggle l (toggle k n))) +
        (weight b' l n : ℂ) * ((weight b k (toggle l n) : ℂ) * f (toggle k (toggle l n))) = _
      rw [ht k l n]
      push_cast
      ring
    rw [e, hc]
    split_ifs with hk
    · obtain ⟨_, rfl⟩ := hk
      simp [hi]
    · simp
  refine ⟨⟨fun x y => by simpa using anti true true x y,
    fun x y => by simpa using anti false false x y,
    fun x y => by simpa using anti false true x y, fun k f g => ?_⟩, fun h0 => ?_, ?_⟩
  · simp only [PiLp.inner_apply]
    refine Fintype.sum_equiv (Function.Involutive.toPerm (toggle k) (hi k)) _ _ fun n => ?_
    change inner ℂ ((weight true k n : ℂ) * f (toggle k n)) (g n) = inner ℂ (f (toggle k n))
      ((weight false k (toggle k n) : ℂ) * g (toggle k (toggle k n)))
    rw [hi, hs]
    simp only [RCLike.inner_apply, map_mul, map_intCast]
    ring
  · have e := congrArg (fun f : EuclideanSpace ℂ (Fin 16) => f 9) h0
    simp [pairSinglet, amplitude] at e
  · -- hopping summed over the orbitals acts on the singlet as the identity or as zero
    have hz : ∀ s t n, weight true (0, s) n * (weight false (0, t) (toggle (0, s) n) *
        amplitude (toggle (0, t) (toggle (0, s) n))) +
        weight true (1, s) n * (weight false (1, t) (toggle (1, s) n) *
        amplitude (toggle (1, t) (toggle (1, s) n))) = if s = t then amplitude n else 0 := by
      decide +kernel
    have hop : ∀ s t, jordanWigner true (0, s) (jordanWigner false (0, t) pairSinglet) +
        jordanWigner true (1, s) (jordanWigner false (1, t) pairSinglet) =
        if s = t then pairSinglet else 0 := by
      intro s t
      ext n
      have e := congrArg (Int.cast : ℤ → ℂ) (hz s t n)
      push_cast at e
      refine Eq.trans e ?_
      split_ifs <;> rfl
    have hS : ∀ i, totalSpin (jordanWigner true) (jordanWigner false) i pairSinglet = 0 := by
      intro i
      have e : totalSpin (jordanWigner true) (jordanWigner false) i pairSinglet =
          (1 / 2 : ℂ) • ∑ s, ∑ t, pauli i s t •
            (jordanWigner true (0, s) (jordanWigner false (0, t) pairSinglet) +
              jordanWigner true (1, s) (jordanWigner false (1, t) pairSinglet)) := by
        simp only [totalSpin, localSpin, oneBody, Fin.sum_univ_two, LinearMap.add_apply,
          LinearMap.smul_apply, Module.End.mul_apply]
        module
      rw [e]
      simp only [hop]
      fin_cases i <;> simp [pauli, Fin.sum_univ_two]
    simp [spinSquared, hS]

end

end IsotropicSpinCorrelations
```

```lean
#print axioms IsotropicSpinCorrelations.totalSpin_eq_zero
#print axioms IsotropicSpinCorrelations.spinDot_eq_three_zz
```

```
'IsotropicSpinCorrelations.totalSpin_eq_zero' depends on axioms: [propext, Classical.choice, Quot.sound]
'IsotropicSpinCorrelations.spinDot_eq_three_zz' depends on axioms: [propext, Classical.choice, Quot.sound]
```

## Singlet states and their orbital spins

In a singlet no direction of spin space is preferred, yet the spins of two orbitals can still be strongly correlated. `isotropic_correlations` says that one number per pair of orbitals fixes all nine correlations, and `spinDot_eq_three_zz` that this number is three times the z-z correlation. For an interacting electronic wave function in a finite orbital basis, z-z correlations therefore give $\langle\mathbf S_p\cdot\mathbf S_q\rangle$, provided that the state is an exact singlet.

In the code, `c` creates and `a` annihilates; many textbooks write $c^\dagger$ and $c$. A spin orbital is a pair `(p, s)`, with `s` equal to 0 for up and 1 for down. `IsCAR` contains the anticommutation relations, which encode Fermi statistics and orthonormal spin orbitals, and the adjointness of `c` and `a`. The axes x, y, z are 0, 1, 2 in `Fin 3`, where addition is cyclic, and spins are in units of $\hbar$.

The space `H` is any complex inner-product space. No Hamiltonian or fixed electron number enters, and $p=q$ is allowed. The vector `w` need not be normalised: for $w\neq0$, division by $\|w\|^2$ turns both sides into expectation values.

The condition `spinSquared c a w = 0` is assumed; it stands for a singlet, and a spin-contaminated determinant violates it. Applied to a real molecule, the model is an idealisation: it keeps a finite set of spatial orbitals, the same for both spins, and taking the state to be an exact singlet neglects spin–orbit coupling.

## From anticommutators to spin rotations

Write $x,y,z,u$ for spin orbitals. Moving $a_y$ past $c_z$, and $a_u$ past $c_x$, gives

$$c_xa_yc_za_u=\delta_{yz}c_xa_u-c_xc_za_ya_u,$$
$$c_za_uc_xa_y=\delta_{ux}c_za_y-c_zc_xa_ua_y .$$

The quartic terms agree, since exchanging both pairs costs two signs (`e3` in `hopping_commutator`). Subtraction leaves

$$[c_xa_y,c_za_u]=\delta_{yz}c_xa_u-\delta_{ux}c_za_y .$$

For a $2\times2$ matrix $A$, let $O_p(A)=\sum_{st}A_{st}\,c_{ps}a_{pt}$. Weighting the last identity with matrix elements and summing gives `oneBody_commutator`:

$$[O_p(A),O_q(B)]=\delta_{pq}\,O_q([A,B]).$$

The local spin is $S_p^i=\tfrac12O_p(\sigma^i)$ with the Pauli matrices $\sigma^i$, and the total spin is $S^i=\sum_pS_p^i$. In the commutator of $S^i$ with $S_q^j$ only the term $p=q$ survives. As $[\sigma^i,\sigma^{i+1}]=2i\,\sigma^{i+2}$, where the prefactor $i$ is the imaginary unit,

$$[S^k,S_q^{k+1}]=i\,S_q^{k+2},\qquad [S^k,S_q^{k+2}]=-i\,S_q^{k+1},\qquad [S^k,S_q^k]=0 .$$

This is `totalSpin_commutator`, which checks the Pauli algebra entry by entry.

## Every component annihilates the singlet

The adjoint of $c_{ps}a_{pt}$ is $c_{pt}a_{ps}$, and the Pauli matrices are Hermitian, so each $S^k$ is symmetric (`totalSpin_symmetric`). Hence

$$0=\langle w,S^2w\rangle=\sum_k\|S^kw\|^2 ,$$

and a sum of non-negative terms vanishes only if each term does. So $S^kw=0$ for every $k$, which is `totalSpin_eq_zero`.

For any operators $X,Y$ it follows that

$$\langle w,([S^k,X]Y+X[S^k,Y])w\rangle=\langle S^kw,XYw\rangle-\langle w,XYS^kw\rangle=0 .$$

This is `ward` in the main proof. Put $T_{ij}=\langle w,S_p^iS_q^jw\rangle$ and make three choices:

- $X=S_p^{k+1}$, $Y=S_q^{k+2}$ gives $i\,T_{k+2,k+2}-i\,T_{k+1,k+1}=0$ (`diag`).
- $X=S_p^k$, $Y=S_q^{k+2}$ gives $-i\,T_{k,k+1}=0$ (`off1`).
- $X=S_p^k$, $Y=S_q^{k+1}$ gives $i\,T_{k,k+2}=0$ (`off2`).

The off-diagonal entries vanish and the diagonal ones are equal. Their sum is $\langle w,\mathbf S_p\cdot\mathbf S_qw\rangle$, so each is one third of it. Lean finishes by running through the nine pairs of axes with `fin_cases`.

## A singlet that qualifies, a triplet that fails

`isotropic_correlations_witness` provides an example of the hypotheses with $w\neq0$: Jordan–Wigner operators for two orbitals on a 16-dimensional space, and the singlet with one electron in each. The sign identities are decided by running through the occupation strings. `pairSinglet` has squared norm 2; its normalised form is $(|{\uparrow\downarrow}\rangle-|{\downarrow\uparrow}\rangle)/\sqrt2$.

With a plus sign this becomes the triplet state with $S^zw=0$. A short calculation gives $\langle\mathbf S_p\cdot\mathbf S_q\rangle=\tfrac14$ for the two orbitals, but $\langle S_p^zS_q^z\rangle=-\tfrac14$ where the formula would require $\tfrac1{12}$. Being an eigenstate of $S^2$ with $S^zw=0$ is therefore not enough for isotropy.
